# For two or more species, the four-site cells Z/4 and Z/2 × Z/2 have different numbers of primitive decorations

When I enumerate ordered structures to train an alloy cluster expansion, I discard every decoration of a supercell that already repeats with a smaller period, and I compare the number that remain with an expected count. I had assumed that this count depends only on the number of sites and the number of species k. For four sites that seems to be wrong: a 4 × 1 supercell of a square lattice should keep k⁴ − k² decorations, but a 2 × 2 supercell only k⁴ − 3k² + 2k. Can this be made rigorous and checked by machine, including the claim that no single number serves for all four-site cells once k ≥ 2?

## The translation group decides the count

Yes. With one site per parent cell, the sites of a periodic supercell form a finite abelian group G under translation: Z/4 for the 4 × 1 cell and Z/2 × Z/2 for the 2 × 2 cell. A decoration is a function f from G to the set S of k species. Call it primitive if no nonzero translation t satisfies f(x + t) = f(x) for all x.

**The cyclic cell.** Write a, b, c, d for the occupations of sites 0, 1, 2, 3. If translation by 1 fixes f, so does translation by 2, which is the same step taken twice. If translation by 3 fixes f, so does translation by 3 + 3 = 2 (mod 4). Hence f fails to be primitive exactly when translation by 2 fixes it, that is, when a = c and b = d. There are k² such decorations, so the number of primitive ones is

k⁴ − k².

**The square cell.** Now let a, b, c, d be the occupations of (0,0), (1,0), (0,1), (1,1). The three nonzero translations fix f under these conditions:

(1,0): a = b and c = d
(0,1): a = c and b = d
(1,1): a = d and b = c

Each condition holds for k² decorations. Any two of them together force a = b = c = d, so each pair, and also all three, hold for exactly the k uniform decorations. By inclusion–exclusion, the number of decorations with at least one of these symmetries is

3k² − 3k + k = 3k² − 2k,

which leaves k⁴ − 3k² + 2k primitive ones. The cyclic cell exceeds the square cell by

(k⁴ − k²) − (k⁴ − 3k² + 2k) = 2k(k − 1),

which is zero for k = 0 and k = 1 and positive for k ≥ 2.

**A binary alloy by hand.** Take species A and B, so that there are 16 decorations of either cell. On Z/4 the non-primitive ones are AAAA, BBBB, ABAB and BABA, which leaves 12. On the square cell the two uniform decorations drop out, and so do all six with two A and two B, since each of these is a row, column or diagonal pattern. The 8 that remain have exactly one A or exactly one B. The difference is 4 = 2 · 2 · (2 − 1).

### The Lean file

```lean
import Mathlib

open Finset

namespace SuperperiodicFourSiteCells

/-- A decoration `f` of the periodic cell `G` is primitive if no nonzero translation fixes it. -/
def IsPrimitive {G S : Type*} [AddCommGroup G] (f : G → S) : Prop :=
  ∀ t : G, (∀ x, f (x + t) = f x) → t = 0

/-- The number of primitive decorations of the cell `G` with species in `S`. -/
noncomputable def primitiveCount (G S : Type*) [AddCommGroup G] : ℕ :=
  Nat.card {f : G → S // IsPrimitive f}

/-- On the cyclic four-site cell a decoration is primitive exactly when translation by half
the period changes the occupation of some site. -/
theorem isPrimitive_cyclic_iff {S : Type*} (f : ZMod 4 → S) :
    IsPrimitive f ↔ ¬(f 0 = f 2 ∧ f 1 = f 3) := by
  have sites : ∀ x : ZMod 4, x = 0 ∨ x = 1 ∨ x = 2 ∨ x = 3 := by decide
  constructor
  · rintro h ⟨p, q⟩
    refine absurd (h 2 fun x => ?_) (by decide)
    rcases sites x with rfl | rfl | rfl | rfl
    exacts [p.symm, q.symm, p, q]
  · intro h t ht
    -- a translation by one or three sites also generates the half-period translation
    rcases sites t with rfl | rfl | rfl | rfl
    · rfl
    · exact absurd ⟨((ht 1).trans (ht 0)).symm, ((ht 2).trans (ht 1)).symm⟩ h
    · exact absurd ⟨(ht 0).symm, (ht 1).symm⟩ h
    · exact absurd ⟨((ht 3).trans (ht 0)).symm, (ht 2).trans (ht 3)⟩ h

/-- On the two-by-two cell a decoration is primitive exactly when it is fixed neither by the
horizontal, nor by the vertical, nor by the diagonal translation. -/
theorem isPrimitive_square_iff {S : Type*} (f : ZMod 2 × ZMod 2 → S) :
    IsPrimitive f ↔ ¬(f (0, 0) = f (1, 0) ∧ f (0, 1) = f (1, 1)) ∧
      ¬(f (0, 0) = f (0, 1) ∧ f (1, 0) = f (1, 1)) ∧
      ¬(f (0, 0) = f (1, 1) ∧ f (1, 0) = f (0, 1)) := by
  have sites : ∀ x : ZMod 2 × ZMod 2,
      x = (0, 0) ∨ x = (1, 0) ∨ x = (0, 1) ∨ x = (1, 1) := by decide
  constructor
  · intro h
    refine ⟨?_, ?_, ?_⟩
    · rintro ⟨p, q⟩
      refine absurd (h (1, 0) fun x => ?_) (by decide)
      rcases sites x with rfl | rfl | rfl | rfl
      exacts [p.symm, p, q.symm, q]
    · rintro ⟨p, q⟩
      refine absurd (h (0, 1) fun x => ?_) (by decide)
      rcases sites x with rfl | rfl | rfl | rfl
      exacts [p.symm, q.symm, p, q]
    · rintro ⟨p, q⟩
      refine absurd (h (1, 1) fun x => ?_) (by decide)
      rcases sites x with rfl | rfl | rfl | rfl
      exacts [p.symm, q.symm, q, p]
  · rintro ⟨h1, h2, h3⟩ t ht
    rcases sites t with rfl | rfl | rfl | rfl
    · rfl
    · exact absurd ⟨(ht (0, 0)).symm, (ht (0, 1)).symm⟩ h1
    · exact absurd ⟨(ht (0, 0)).symm, (ht (1, 0)).symm⟩ h2
    · exact absurd ⟨(ht (0, 0)).symm, (ht (1, 0)).symm⟩ h3

/-- If primitivity on a four-site cell is a condition `P` on the four occupations, the number
of primitive decorations is the sum of the indicator of `P` over all occupations. -/
theorem primitiveCount_eq_sum {G S : Type*} [AddCommGroup G] [Fintype S]
    (e : (G → S) ≃ S × S × S × S) (P : S → S → S → S → Prop)
    [∀ a b c d, Decidable (P a b c d)]
    (h : ∀ f, IsPrimitive f ↔ P (e f).1 (e f).2.1 (e f).2.2.1 (e f).2.2.2) :
    (primitiveCount G S : ℤ) = ∑ a, ∑ b, ∑ c, ∑ d, if P a b c d then 1 else 0 := by
  have e' : {f : G → S // IsPrimitive f} ≃
      {p : S × S × S × S // P p.1 p.2.1 p.2.2.1 p.2.2.2} := e.subtypeEquiv h
  unfold primitiveCount
  rw [Nat.card_congr e', Nat.card_eq_fintype_card, Fintype.card_subtype, Finset.card_filter]
  push_cast
  simp only [Fintype.sum_prod_type]

/-- With `k` species the cyclic four-site cell has `k^4 - k^2` primitive decorations. -/
theorem primitiveCount_cyclic (S : Type*) [Fintype S] :
    (primitiveCount (ZMod 4) S : ℤ) = (Fintype.card S : ℤ) ^ 4 - (Fintype.card S : ℤ) ^ 2 := by
  have : DecidableEq S := Classical.decEq S
  let e : (ZMod 4 → S) ≃ S × S × S × S :=
    { toFun := fun f => (f 0, f 1, f 2, f 3)
      invFun := fun p => (![p.1, p.2.1, p.2.2.1, p.2.2.2] : Fin 4 → S)
      left_inv := fun f => by funext x; fin_cases x <;> rfl
      right_inv := fun _ => rfl }
  rw [primitiveCount_eq_sum e (fun a b c d => ¬(a = c ∧ b = d)) isPrimitive_cyclic_iff]
  -- all decorations, minus those with the half period
  trans ∑ a : S, ∑ b : S, ∑ c : S, ∑ d : S,
    ((1 : ℤ) - if b = d then (if a = c then 1 else 0) else 0)
  · refine sum_congr rfl fun a _ => sum_congr rfl fun b _ => sum_congr rfl fun c _ =>
      sum_congr rfl fun d _ => ?_
    by_cases h1 : a = c <;> by_cases h2 : b = d <;> simp [h1, h2]
  · simp only [sum_sub_distrib, sum_ite_eq, mem_univ, ↓reduceIte, sum_const, card_univ,
      nsmul_eq_mul, mul_one]
    ring

/-- With `k` species the two-by-two cell has `k^4 - 3 k^2 + 2 k` primitive decorations. -/
theorem primitiveCount_square (S : Type*) [Fintype S] :
    (primitiveCount (ZMod 2 × ZMod 2) S : ℤ) =
      (Fintype.card S : ℤ) ^ 4 - 3 * (Fintype.card S : ℤ) ^ 2 + 2 * (Fintype.card S : ℤ) := by
  have : DecidableEq S := Classical.decEq S
  let e : (ZMod 2 × ZMod 2 → S) ≃ S × S × S × S :=
    { toFun := fun f => (f (0, 0), f (1, 0), f (0, 1), f (1, 1))
      invFun := fun p x =>
        (![![p.1, p.2.2.1], ![p.2.1, p.2.2.2]] : Fin 2 → Fin 2 → S) x.1 x.2
      left_inv := fun f => by
        funext ⟨x, y⟩
        fin_cases x <;> fin_cases y <;> rfl
      right_inv := fun _ => rfl }
  rw [primitiveCount_eq_sum e (fun a b c d => ¬(a = b ∧ c = d) ∧ ¬(a = c ∧ b = d) ∧
    ¬(a = d ∧ b = c)) isPrimitive_square_iff]
  -- inclusion-exclusion: two of the three symmetries together force a uniform decoration
  trans ∑ a : S, ∑ b : S, ∑ c : S, ∑ d : S,
    ((1 : ℤ) - (if c = d then (if a = b then 1 else 0) else 0)
      - (if b = d then (if a = c then 1 else 0) else 0)
      - (if a = d then (if b = c then 1 else 0) else 0)
      + (if a = d then (if a = c then (if a = b then 2 else 0) else 0) else 0))
  · refine sum_congr rfl fun a _ => sum_congr rfl fun b _ => sum_congr rfl fun c _ =>
      sum_congr rfl fun d _ => ?_
    by_cases h1 : a = b <;> by_cases h2 : a = c <;> by_cases h3 : a = d <;>
      by_cases h4 : b = c <;> by_cases h5 : b = d <;> by_cases h6 : c = d <;> simp_all
  · simp only [sum_add_distrib, sum_sub_distrib, sum_ite_eq, mem_univ, ↓reduceIte, sum_const,
      card_univ, nsmul_eq_mul, mul_ite, mul_one, mul_zero]
    ring

/-- The two-by-two cell has strictly fewer primitive decorations than the cyclic four-site
cell exactly when there are at least two species. -/
theorem square_lt_cyclic_iff (S : Type*) [Fintype S] :
    primitiveCount (ZMod 2 × ZMod 2) S < primitiveCount (ZMod 4) S ↔ 2 ≤ Fintype.card S := by
  -- the gap between the two counts is 2k(k - 1)
  have gap : (primitiveCount (ZMod 4) S : ℤ) = primitiveCount (ZMod 2 × ZMod 2) S +
      2 * (Fintype.card S : ℤ) * ((Fintype.card S : ℤ) - 1) := by
    rw [primitiveCount_cyclic, primitiveCount_square]
    ring
  constructor
  · intro h
    by_contra hk
    have hk' : Fintype.card S = 0 ∨ Fintype.card S = 1 := by omega
    rcases hk' with h0 | h0 <;> rw [h0] at gap <;> norm_num at gap <;> omega
  · intro hk
    have hk' : (2 : ℤ) ≤ Fintype.card S := by exact_mod_cast hk
    have pos : 0 < 2 * (Fintype.card S : ℤ) * ((Fintype.card S : ℤ) - 1) :=
      mul_pos (by linarith) (by linarith)
    have lt : (primitiveCount (ZMod 2 × ZMod 2) S : ℤ) < primitiveCount (ZMod 4) S := by
      linarith
    exact_mod_cast lt

/-- With two or more species, no single number counts the primitive decorations of every
four-site periodic cell. -/
theorem no_count_from_cell_size (S : Type*) [Fintype S] (hk : 2 ≤ Fintype.card S) :
    ¬∃ N : ℕ, ∀ (G : Type) [AddCommGroup G], Nat.card G = 4 → primitiveCount G S = N := by
  rintro ⟨N, hN⟩
  have h1 := hN (ZMod 4) (by simp)
  have h2 := hN (ZMod 2 × ZMod 2) (by simp)
  have h3 := (square_lt_cyclic_iff S).2 hk
  omega

/-- For a binary alloy the two-by-two cell has 8 primitive decorations and the cyclic
four-site cell has 12. -/
theorem binary_alloy_counts (S : Type*) [Fintype S] (hS : Fintype.card S = 2) :
    primitiveCount (ZMod 2 × ZMod 2) S = 8 ∧ primitiveCount (ZMod 4) S = 12 := by
  have h1 := primitiveCount_square S
  have h2 := primitiveCount_cyclic S
  rw [hS] at h1 h2
  norm_num at h1 h2
  constructor <;> omega

end SuperperiodicFourSiteCells
```

```lean
#print axioms SuperperiodicFourSiteCells.no_count_from_cell_size
#print axioms SuperperiodicFourSiteCells.binary_alloy_counts
```

```
'SuperperiodicFourSiteCells.no_count_from_cell_size' depends on axioms: [propext, Classical.choice, Quot.sound]
'SuperperiodicFourSiteCells.binary_alloy_counts' depends on axioms: [propext, Classical.choice, Quot.sound]
```

### What the theorems say

`IsPrimitive f` is the definition above, with the cell as an additive commutative group `G` and the species as a type `S`. `primitiveCount G S` is the number of functions `G → S` that satisfy it. In the counting theorems `S` is finite, and k is `Fintype.card S`.

`primitiveCount_cyclic` and `primitiveCount_square` state the two polynomials for every finite `S`. The counts are natural numbers, but the equations are written in the integers, so the minus signs mean ordinary subtraction. `square_lt_cyclic_iff` says that the square cell has strictly fewer primitive decorations if and only if k ≥ 2. `no_count_from_cell_size` fixes a species set with k ≥ 2 and says that no natural number `N` equals the count for every abelian group with four elements. `binary_alloy_counts` gives the values 8 and 12.

The model allows every species on every site and does not fix the composition. Decorations that are translates or rotations of one another are counted separately, so these are not numbers of symmetry-distinct structures. Energies play no part. For enumerating cluster-expansion structures on four-site cells of this kind, the consequence is that, with two or more species, the expected count has to be chosen by the cell's translation group and not by its size alone.

### How the proof follows the derivation

`isPrimitive_cyclic_iff` and `isPrimitive_square_iff` turn primitivity into conditions on the occupations. In one direction, the equalities would make a particular nonzero translation fix `f`, which contradicts primitivity. In the other, the proof runs through the four possible translations `t`. For `t = 1` and `t = 3` on the cyclic cell, it chains equalities between neighbouring sites to obtain the half-period symmetry.

`primitiveCount_eq_sum` takes an encoding `e` of decorations as four occupations and rewrites the count as a fourfold sum of a term that is 1 for primitive decorations and 0 otherwise.

The two counting theorems supply the encodings and replace that term by a signed sum. For the cyclic cell it is 1 minus the indicator of a = c and b = d. For the square cell it is 1 minus the three symmetry indicators, plus 2 on uniform decorations, where the total is 1 − 3 + 2 = 0. The `by_cases` splits check these identities for every pattern of equalities among the occupations. Then `sum_ite_eq` uses each equality to remove one summation, `sum_const` and `card_univ` turn each remaining summation into a factor k, and `ring` collects the powers.

In `square_lt_cyclic_iff`, the statement `gap` is the difference 2k(k − 1); it vanishes for k = 0 and k = 1 and is shown to be positive for k ≥ 2. `no_count_from_cell_size` applies a supposed `N` to both cells, which would make their counts equal and contradict the strict inequality. The binary values follow by setting k = 2 in the polynomials.
